# A repulsive intersite Fock update widens the zone-boundary gap of a dimerized ring with $v>w\ge 0$ and at least two cells

In a chain with alternating strong and weak bonds, a nearest-neighbour repulsion $V$ treated in mean field changes each hopping by an exchange term proportional to the bond order on that bond. Both hoppings can change at once, while the zone-boundary gap depends on their difference, so the direction in which the gap moves depends on which bond order is larger. For spinless fermions at half filling on a ring of $N\ge2$ cells, with intracell hopping $v$ and intercell hopping $w$ obeying $v>w\ge0$, the strong bond has the larger bond order and the gap widens.

## The bounds on $p-q$ and on the gap

Each cell $n$ holds sites $A$ and $B$ with annihilation operators $a_n$ and $b_n$. The hopping Hamiltonian is $\sum_n (v\,b_n^\dagger a_n + w\,b_n^\dagger a_{n+1} + \text{h.c.})$ with periodic closure. At crystal momentum $k$ its Bloch matrix is
$$H(k)=\begin{pmatrix}0&\overline{h(k)}\\ h(k)&0\end{pmatrix},\qquad h(k)=v+we^{ik},\qquad E_k=|h(k)|.$$
The ring allows $k_j=2\pi j/N$ for $j=0,\dots,N-1$, and $\langle f\rangle=\frac1N\sum_j f(k_j)$ is the mesh average. The intracell and intercell bond orders are
$$p=\Big\langle\frac{v+w\cos k}{2E_k}\Big\rangle,\qquad q=\Big\langle\frac{w+v\cos k}{2E_k}\Big\rangle .$$
The update is $(v,w)\mapsto(v',w')=(v+Vp,\;w+Vq)$, where $V>0$ stands for a density-density repulsion of equal strength on both kinds of bond. The zone-boundary gap is $\Delta=2E_\pi$, and $\Delta'$ is its value after the update. For $N\ge2$, $0\le w<v$ and $V>0$,
$$\frac{v-w}{2(v+w)}\le p-q\le\frac12,\qquad q\ge0,\qquad 0\le w'<v',$$
$$\Delta<\Delta+V\,\frac{v-w}{v+w}\le\Delta'\le\Delta+V .$$

## Checks for an intersite exchange routine

Hartree–Fock codes for extended Hubbard models, and intersite Hubbard corrections to density functionals, add to an off-diagonal Hamiltonian element a term proportional to $-V$ times the intersite density-matrix element; on this spinless two-site-per-cell ring the bounds fix the sign and the range of the resulting change of $\Delta=2E_\pi$ in one step. For odd $N$, where $k=\pi$ is not a mesh point, $\Delta$ has to be evaluated from the hoppings. A gap that shrinks can come from a sign error in the exchange term or from $p$ and $q$ assigned to the wrong bonds, and a change outside the window can come from a wrong Bloch phase on the intercell bond or a wrong mesh weight. Passing the test does not exclude such errors: at $N=2$, $v=2$, $w=1$, $V=10$ the wrong-sign update $(-3,1)$ has $\Delta'=8$, inside $[16/3,12]$, whereas for $0<V<2(v-w)$ a wrong sign always shrinks the gap. At $w=0$ the two bounds coincide, so $\Delta'=\Delta+V$ exactly for every $N\ge2$. Direct evaluation at $N=2$ gives $p=1/2$, $q=0$, and at $N=3$, $v=2$, $w=1$ it gives $p-q=1/(2\sqrt3)\approx0.289$, inside $[1/6,1/2]$.

## From the filled lower band to the inequality

The lower band has energy $-E_k$ and normalised eigenvector $(1,-h/E_k)/\sqrt2$, so filling it gives $\langle a_k^\dagger b_k\rangle=-h(k)/(2E_k)$ for the Bloch operators $a_k,b_k$. Transforming back, $-\langle a_n^\dagger b_n\rangle=\langle h/(2E_k)\rangle$ and $-\langle a_{n+1}^\dagger b_n\rangle=\langle e^{-ik}h/(2E_k)\rangle$. The imaginary parts are odd in $k$ and cancel between $j$ and $N-j$; the real parts are $p$ and $q$. The exchange contraction of $V\,a^\dagger a\,b^\dagger b$ on a bond is $-V\langle a^\dagger b\rangle\,b^\dagger a+\text{h.c.}$, which adds $Vp$ to $v$ and $Vq$ to $w$.

Write $c=\cos k$.

1. From $\operatorname{Re}h=v+wc$ and $\operatorname{Im}h=w\sin k$ follows $E_k^2=v^2+w^2+2vwc$. Since $vw\ge0$ and $-1\le c\le1$, we have $(v-w)^2\le E_k^2\le(v+w)^2$, hence $0<v-w\le E_k\le v+w$. At $k=\pi$, $h=v-w$, so $\Delta=2(v-w)$, the least value of $2E_k$.
2. With $\zeta=e^{2\pi i/N}$, which differs from $1$ for $N\ge2$, $\sum_j\zeta^j=(\zeta^N-1)/(\zeta-1)=0$. The real part gives $\langle\cos k\rangle=0$. Thus if $g(k)+a+b\cos k\le f(k)$ for all $k$, with functions $f,g$ and constants $a,b$, then $\langle g\rangle+a\le\langle f\rangle$.
3. Subtracting numerators, $(v+wc)-(w+vc)=(v-w)(1-c)$, so $p-q=\langle (v-w)(1-c)/(2E_k)\rangle$ with a nonnegative numerator. Replacing $E_k$ by $v+w$ lowers the integrand to $(v-w)(1-c)/(2(v+w))$, and replacing it by $v-w$ raises it to $(1-c)/2$. Step 2 removes $c$ from both and leaves the two bounds on $p-q$.
4. Pointwise $cE_k\le w+vc$. For $c\ge0$ both sides are nonnegative and $(w+vc)^2-c^2E_k^2=(1-c^2)(w^2+2vwc)\ge0$. For $c\le0$, $cE_k\le c(v-w)$ and $w+vc-c(v-w)=w(1+c)\ge0$. Dividing by $2E_k$ and averaging gives $q\ge\langle c\rangle/2=0$.
5. Now $w'=w+Vq\ge0$ and $v'-w'=v-w+V(p-q)>0$, so step 1 applies to $(v',w')$ and $\Delta'-\Delta=2V(p-q)$. The bounds of step 3 give the window for $\Delta'$. Since $(v',w')$ satisfies the same hypotheses, the argument repeats.

## The Lean file

```lean
import Mathlib

open Finset Real ComplexConjugate

namespace DimerizedRingFock

noncomputable section

/-- Inter-sublattice Bloch amplitude `v + w exp(ik)`. -/
def hop (v w k : ℝ) : ℂ := (v : ℂ) + (w : ℂ) * Complex.exp ((k : ℂ) * Complex.I)

/-- Band energy `E_k = |v + w exp(ik)|`. -/
def band (v w k : ℝ) : ℝ := ‖hop v w k‖

/-- Two-sublattice Bloch Hamiltonian of the dimerized chain. -/
def bloch (v w k : ℝ) : Matrix (Fin 2) (Fin 2) ℂ := !![0, conj (hop v w k); hop v w k, 0]

/-- Crystal momenta `k_j = 2πj/N` of the `N`-cell ring. -/
def kpt (N j : ℕ) : ℝ := 2 * π * j / N

/-- Average over the `N` crystal momenta of the ring. -/
def avg (N : ℕ) (f : ℝ → ℝ) : ℝ := (∑ j ∈ range N, f (kpt N j)) / N

/-- Intracell bond order `p`. -/
def bondP (N : ℕ) (v w : ℝ) : ℝ := avg N fun k => (v + w * cos k) / (2 * band v w k)

/-- Intercell bond order `q`. -/
def bondQ (N : ℕ) (v w : ℝ) : ℝ := avg N fun k => (w + v * cos k) / (2 * band v w k)

/-- One Fock update of the hoppings by the intersite interaction: `(v + Vp, w + Vq)`. -/
def fock (N : ℕ) (V : ℝ) (t : ℝ × ℝ) : ℝ × ℝ :=
  (t.1 + V * bondP N t.1 t.2, t.2 + V * bondQ N t.1 t.2)

/-- Zone-boundary gap `2 E_π` for hoppings `t = (v, w)`. -/
def gap (t : ℝ × ℝ) : ℝ := 2 * band t.1 t.2 π

/-- The Bloch Hamiltonian squares to `E_k²` times the identity. -/
theorem bloch_sq (v w k : ℝ) :
    bloch v w k * bloch v w k
      = ((band v w k : ℂ) ^ 2) • (1 : Matrix (Fin 2) (Fin 2) ℂ) := by
  ext i j
  fin_cases i <;> fin_cases j <;>
    simp [bloch, band, Matrix.mul_apply, Fin.sum_univ_succ, Complex.mul_conj',
      Complex.conj_mul']

/-- Dispersion: `E_k² = v² + w² + 2vw cos k`. -/
theorem band_sq (v w k : ℝ) : band v w k ^ 2 = v ^ 2 + w ^ 2 + 2 * v * w * cos k := by
  have hre : (hop v w k).re = v + w * cos k := by simp [hop, Complex.exp_ofReal_mul_I_re]
  have him : (hop v w k).im = w * sin k := by simp [hop, Complex.exp_ofReal_mul_I_im]
  rw [band, Complex.sq_norm, Complex.normSq_apply, hre, him]
  linear_combination w ^ 2 * Real.sin_sq_add_cos_sq k

/-- For `0 ≤ w < v` the band lies between `v - w` and `v + w`. -/
theorem band_bounds {v w : ℝ} (hw : 0 ≤ w) (hv : w < v) (k : ℝ) :
    v - w ≤ band v w k ∧ band v w k ≤ v + w := by
  have hE : 0 ≤ band v w k := norm_nonneg _
  have hvw : 0 ≤ v * w := mul_nonneg (by linarith) hw
  have h1 := mul_nonneg hvw (sub_nonneg.2 (Real.cos_le_one k))
  have h2 := mul_nonneg hvw (sub_nonneg.2 (Real.neg_one_le_cos k))
  have hs := band_sq v w k
  constructor
  · exact (sq_le_sq₀ (by linarith) hE).1 (by nlinarith)
  · exact (sq_le_sq₀ hE (by linarith)).1 (by nlinarith)

/-- For `0 ≤ w < v` the zone-boundary gap equals `2(v - w)` and is the least value
of `2 E_k`. -/
theorem gap_eq {v w : ℝ} (hw : 0 ≤ w) (hv : w < v) :
    gap (v, w) = 2 * (v - w) ∧ ∀ k, gap (v, w) ≤ 2 * band v w k := by
  have h : hop v w π = ((v - w : ℝ) : ℂ) := by
    rw [hop, Complex.exp_pi_mul_I]; push_cast; ring
  have hg : gap (v, w) = 2 * (v - w) := by
    show 2 * ‖hop v w π‖ = _
    rw [h, Complex.norm_real, Real.norm_eq_abs, abs_of_pos (sub_pos.2 hv)]
  exact ⟨hg, fun k => by linarith [(band_bounds hw hv k).1]⟩

/-- On a ring of at least two cells, a pointwise bound `g + a + b cos k ≤ f` averages
to `⟨g⟩ + a ≤ ⟨f⟩`. -/
theorem avg_le {N : ℕ} (hN : 2 ≤ N) {f g : ℝ → ℝ} {a b : ℝ}
    (h : ∀ k, g k + a + b * cos k ≤ f k) : avg N g + a ≤ avg N f := by
  have hpos : (0 : ℝ) < N := Nat.cast_pos.2 (by omega)
  -- the N-th roots of unity sum to zero
  have hc : ∑ j ∈ range N, cos (kpt N j) = 0 := by
    have h0 := (Complex.isPrimitiveRoot_exp N (by omega)).geom_sum_eq_zero (by omega : 1 < N)
    have h2 := congrArg Complex.re h0
    rw [Complex.re_sum, Complex.zero_re] at h2
    refine Eq.trans (sum_congr rfl fun j _ => ?_) h2
    rw [← Complex.exp_nat_mul, ← Complex.exp_ofReal_mul_I_re]
    congr 2
    unfold kpt
    push_cast
    ring
  have h1 : ∑ j ∈ range N, (g (kpt N j) + a + b * cos (kpt N j))
      ≤ ∑ j ∈ range N, f (kpt N j) := sum_le_sum fun j _ => h _
  rw [sum_add_distrib, sum_add_distrib, ← mul_sum, hc, sum_const, card_range,
    nsmul_eq_mul] at h1
  have e : (∑ j ∈ range N, g (kpt N j)) / N + a
      = (∑ j ∈ range N, g (kpt N j) + N * a) / N := by
    rw [add_div, mul_div_cancel_left₀ a hpos.ne']
  unfold avg
  rw [e]
  exact div_le_div_of_nonneg_right (by linarith) hpos.le

/-- For `N ≥ 2` and `0 ≤ w < v` the bond orders obey `(v - w)/(2(v + w)) ≤ p - q ≤ 1/2`. -/
theorem bond_diff_bounds {N : ℕ} (hN : 2 ≤ N) {v w : ℝ} (hw : 0 ≤ w) (hv : w < v) :
    (v - w) / (2 * (v + w)) ≤ bondP N v w - bondQ N v w ∧
      bondP N v w - bondQ N v w ≤ 1 / 2 := by
  -- the integrand of p - q
  have hd : ∀ k, (v + w * cos k) / (2 * band v w k) - (w + v * cos k) / (2 * band v w k)
      = (v - w) * (1 - cos k) / (2 * band v w k) := fun k => by ring
  have hc : ∀ k, 0 ≤ 1 - cos k := fun k => sub_nonneg.2 (Real.cos_le_one k)
  have hE : ∀ k, 0 < 2 * band v w k := fun k => by linarith [(band_bounds hw hv k).1]
  have lo : bondQ N v w + (v - w) / (2 * (v + w)) ≤ bondP N v w := by
    refine avg_le hN (b := -((v - w) / (2 * (v + w)))) fun k => ?_
    have h1 : (v - w) * (1 - cos k) / (2 * (v + w))
        ≤ (v - w) * (1 - cos k) / (2 * band v w k) :=
      div_le_div_of_nonneg_left (mul_nonneg (by linarith) (hc k)) (hE k)
        (by linarith [(band_bounds hw hv k).2])
    have e : (v - w) * (1 - cos k) / (2 * (v + w))
        = (v - w) / (2 * (v + w)) + -((v - w) / (2 * (v + w))) * cos k := by ring
    linarith [hd k]
  have up : bondP N v w + -(1 / 2) ≤ bondQ N v w := by
    refine avg_le hN (b := 1 / 2) fun k => ?_
    have h1 : (v - w) * (1 - cos k) / (2 * band v w k) ≤ (1 - cos k) / 2 := by
      rw [div_le_iff₀ (hE k)]
      nlinarith [mul_nonneg (hc k) (sub_nonneg.2 (band_bounds hw hv k).1)]
    linarith [hd k]
  constructor <;> linarith

/-- For `N ≥ 2` and `0 ≤ w < v` the intercell bond order `q` is nonnegative. -/
theorem bondQ_nonneg {N : ℕ} (hN : 2 ≤ N) {v w : ℝ} (hw : 0 ≤ w) (hv : w < v) :
    0 ≤ bondQ N v w := by
  have h : avg N (fun _ => 0) + 0 ≤ bondQ N v w := by
    refine avg_le hN (b := 1 / 2) fun k => ?_
    obtain ⟨h1, -⟩ := band_bounds hw hv k
    have hE : 0 < band v w k := by linarith
    have hv0 : 0 ≤ v := by linarith
    -- pointwise, E cos k ≤ w + v cos k
    have key : cos k * band v w k ≤ w + v * cos k := by
      rcases le_total 0 (cos k) with hc | hc
      · refine (sq_le_sq₀ (by positivity) (by positivity)).1 ?_
        have hp : 0 ≤ (1 - cos k ^ 2) * (w ^ 2 + 2 * v * w * cos k) :=
          mul_nonneg (sub_nonneg.2 (Real.cos_sq_le_one k)) (by positivity)
        rw [mul_pow, band_sq]
        nlinarith
      · nlinarith [mul_nonneg (neg_nonneg.2 hc) (sub_nonneg.2 h1),
          mul_nonneg hw (sub_nonneg.2 (Real.neg_one_le_cos k))]
    have : 1 / 2 * cos k ≤ (w + v * cos k) / (2 * band v w k) := by
      rw [le_div_iff₀ (by positivity)]
      linarith
    linarith
  simpa [avg] using h

/-- For `N ≥ 2`, `0 ≤ w < v`, `V > 0`: `p > q`, the Fock update keeps `0 ≤ w < v`, and it
strictly increases the zone-boundary gap, by at least `V(v - w)/(v + w)` and at most `V`. -/
theorem fock_increases_gap {N : ℕ} (hN : 2 ≤ N) {v w V : ℝ} (hw : 0 ≤ w) (hv : w < v)
    (hV : 0 < V) :
    bondQ N v w < bondP N v w ∧
      (0 ≤ (fock N V (v, w)).2 ∧ (fock N V (v, w)).2 < (fock N V (v, w)).1) ∧
      gap (v, w) < gap (fock N V (v, w)) ∧
      gap (v, w) + V * ((v - w) / (v + w)) ≤ gap (fock N V (v, w)) ∧
      gap (fock N V (v, w)) ≤ gap (v, w) + V := by
  obtain ⟨lo, up⟩ := bond_diff_bounds hN hw hv
  have hq := bondQ_nonneg hN hw hv
  have hd : 0 < (v - w) / (2 * (v + w)) := div_pos (by linarith) (by linarith)
  have e : (v - w) / (v + w) = 2 * ((v - w) / (2 * (v + w))) := by
    rw [← mul_div_assoc, mul_div_mul_left _ _ (two_ne_zero)]
  have hpq : 0 < V * (bondP N v w - bondQ N v w) := mul_pos hV (by linarith)
  have hw' : 0 ≤ w + V * bondQ N v w := by positivity
  have hv' : w + V * bondQ N v w < v + V * bondP N v w := by linarith
  -- the new gap is the old one plus 2V(p - q)
  have g' : gap (fock N V (v, w))
      = 2 * (v + V * bondP N v w - (w + V * bondQ N v w)) := (gap_eq hw' hv').1
  have l2 := mul_le_mul_of_nonneg_left lo hV.le
  have u2 := mul_le_mul_of_nonneg_left up hV.le
  rw [g', (gap_eq hw hv).1, e]
  exact ⟨by linarith, ⟨hw', hv'⟩, by linarith, by linarith, by linarith⟩

/-- For `N ≥ 2`, `0 ≤ w < v`, `V > 0`: along iterates of `fock N V` starting at `(v, w)` the
zone-boundary gap is strictly increasing. -/
theorem gap_strictMono {N : ℕ} (hN : 2 ≤ N) {v w V : ℝ} (hw : 0 ≤ w) (hv : w < v)
    (hV : 0 < V) : StrictMono fun n : ℕ => gap ((fock N V)^[n] (v, w)) := by
  have inv : ∀ n : ℕ, 0 ≤ ((fock N V)^[n] (v, w)).2 ∧
      ((fock N V)^[n] (v, w)).2 < ((fock N V)^[n] (v, w)).1 := by
    intro n
    induction n with
    | zero => exact ⟨hw, hv⟩
    | succ n ih =>
      rw [Function.iterate_succ_apply']
      exact (fock_increases_gap hN ih.1 ih.2 hV).2.1
  refine strictMono_nat_of_lt_succ fun n => ?_
  show gap ((fock N V)^[n] (v, w)) < gap ((fock N V)^[n + 1] (v, w))
  rw [Function.iterate_succ_apply']
  exact (fock_increases_gap hN (inv n).1 (inv n).2 hV).2.2.1

/-- For a single cell with `v + w > 0` both bond orders equal `1/2`. -/
theorem single_cell {v w : ℝ} (h : 0 < v + w) :
    bondP 1 v w = 1 / 2 ∧ bondQ 1 v w = 1 / 2 := by
  have hk : kpt 1 0 = 0 := by simp [kpt]
  have h0 : hop v w 0 = ((v + w : ℝ) : ℂ) := by simp [hop]
  have hE : band v w 0 = v + w := by
    rw [band, h0, Complex.norm_real, Real.norm_eq_abs, abs_of_pos h]
  have hne : 2 * (v + w) ≠ 0 := by positivity
  simp only [bondP, bondQ, avg, sum_range_one, hk, Real.cos_zero, hE, Nat.cast_one]
  constructor
  · rw [div_one, div_eq_iff hne]; ring
  · rw [div_one, div_eq_iff hne]; ring

end

end DimerizedRingFock
```

```lean
#print axioms DimerizedRingFock.bloch_sq
-- 'DimerizedRingFock.bloch_sq' depends on axioms: [propext, Classical.choice, Quot.sound]
#print axioms DimerizedRingFock.fock_increases_gap
-- 'DimerizedRingFock.fock_increases_gap' depends on axioms: [propext, Classical.choice, Quot.sound]
#print axioms DimerizedRingFock.gap_strictMono
-- 'DimerizedRingFock.gap_strictMono' depends on axioms: [propext, Classical.choice, Quot.sound]
#print axioms DimerizedRingFock.single_cell
-- 'DimerizedRingFock.single_cell' depends on axioms: [propext, Classical.choice, Quot.sound]
```

## The definitions and theorems in physical terms

`hop`, `band` and `bloch` are $h(k)$, $E_k$ and $H(k)$, with matrix index `0` for $A$ and `1` for $B$; hoppings are real and enter with a plus sign, and $k$ is dimensionless with the cell length set to one. `kpt` and `avg` are $k_j$ and $\langle\cdot\rangle$ with `j ∈ range N`. `bondP` and `bondQ` are $p$ and $q$. A pair `t : ℝ × ℝ` holds $(v,w)$, `fock N V` is the update, and `gap` is $2E_\pi$. The hypotheses `hN`, `hw`, `hv`, `hV` are $2\le N$, $0\le w$, $w<v$, $0<V$; `hv` says that the intracell bond is the strong one.

`fock_increases_gap` concludes five things: $q<p$; $0\le w'<v'$; $\Delta<\Delta'$; the lower bound; the upper bound. `gap_strictMono` says that $n\mapsto$ `gap ((fock N V)^[n] (v, w))`, the gap after $n$ updates, is strictly increasing. `single_cell` gives $p=q=1/2$ for $N=1$ and $v+w>0$. `bloch_sq` states $H(k)^2=E_k^2\,\mathbb 1$, checked entry by entry, and no later theorem uses it.

Step 1 is `band_sq`, `band_bounds` and `gap_eq`: `linear_combination` inserts $\sin^2k+\cos^2k=1$, and `sq_le_sq₀` passes from squares to nonnegative roots. Step 3 is `bond_diff_bounds`, where `hd` is the factorised integrand and `lo`, `up` are the two replacements of $E_k$. Step 4 is `bondQ_nonneg`, where `key` splits on the sign of $\cos k$ and `hp` is the product $(1-c^2)(w^2+2vwc)$. In step 5, `g'` applies `gap_eq` to the updated pair, and `inv` carries $0\le w<v$ through the induction, and `strictMono_nat_of_lt_succ` reduces the claim to consecutive terms.

## The root-of-unity sum in `avg_le`

Step 2 is the only place where $N\ge2$ is used; the other theorems that assume it pass `hN` on to `avg_le`, directly or through one another. `Complex.isPrimitiveRoot_exp` states that $e^{2\pi i/N}$ is a primitive $N$-th root of unity for $N\ne0$, and `geom_sum_eq_zero` turns this, given `1 < N`, into $\sum_{j<N}\zeta^j=0$. `congrArg Complex.re` takes real parts of both sides, `Complex.re_sum` moves the real part inside the sum, and `Complex.exp_nat_mul` with `Complex.exp_ofReal_mul_I_re` identifies $\operatorname{Re}\zeta^j$ with $\cos k_j$. No trigonometric summation formula and no case split on the parity of $N$ is needed.

The conclusion of `avg_le` doesn't mention $b$, so each call supplies it by name, as in `(b := 1 / 2)`, while $f$, $g$ and $a$ are read off the goal. The three calls use $(a,b)=(d,-d)$ with $d=(v-w)/(2(v+w))$ in `lo`, $(-\tfrac12,\tfrac12)$ in `up`, and $(0,\tfrac12)$ with $g=0$ in `bondQ_nonneg`. Each leaves an inequality at a single $k$.

## The single cell, where the zone-boundary gap does not move

For $N=1$ the mesh is $k_0=0$ alone, $\langle\cos k\rangle=1$, and the factor $1-\cos k$ vanishes. Take $v=2$, $w=1$: `single_cell` gives $p=q=1/2$, the update is $(2+V/2,\,1+V/2)$, and $\Delta'=\Delta=2$, whereas the lower bound would demand $\Delta'\ge2+V/3$. In a code this is $\Gamma$-only sampling of the primitive cell, where both bonds join the same two sites. The only level spacing on that mesh is $2E_0=2(v+w)$, and it does grow, by $2V$.

## Limits of the theorems

The formulas for $p$, $q$ and the update are definitions in the file. Their origin in the filled lower band and the exchange contraction, together with the values quoted for $N=2$ and $N=3$ and the changes of the single-cell gaps, is ordinary algebra in the text and not a theorem of the file. The model is spinless, has one orbital per site and no on-site energies, uses one $V$ for both bonds, and contains no Hartree shift, on-site $U$ or double-counting term.

The momentum $\pi$ lies on the mesh only for even $N$. For odd $N$, `gap` is the gap of the continuous band built from the hoppings, and by `gap_eq` a lower bound on every $2E_{k_j}$; how the spacing between the highest filled and the lowest empty level of such a ring changes is not stated.

Iterating `fock` adds each correction to the hoppings already updated. A self-consistent loop adds $Vp$ and $Vq$, evaluated at the current hoppings, to the fixed bare hoppings, and the two maps agree only in the first step. `gap_strictMono` therefore says nothing on convergence, or on the gap at a self-consistent solution. All statements concern exact real arithmetic, and under $0\le w<v$ the denominators $2E_k$ are at least $2(v-w)>0$.
